# If the first n powers of an n × n cluster matrix have zero trace, its exponential is a finite sum

Take two electrons and two determinants, the reference $\Phi_0$ and the double excitation $\Phi_1$. The cluster operator sends $\Phi_0$ to $t\,\Phi_1$, with $t$ a complex amplitude, and sends $\Phi_1$ to zero, because no electrons are left to excite. Its matrix is

$$T=\begin{pmatrix}0&0\\ t&0\end{pmatrix},\qquad T^2=0,\qquad e^T=1+T .$$

Now suppose that someone proposes an arbitrary complex $2\times2$ matrix $T$ as a cluster operator, perhaps in a basis that mixes the two determinants, so that the triangular shape is hidden. Does its exponential series still stop? Two traces decide. If $\lambda_1,\lambda_2$ are the eigenvalues, then $\operatorname{tr}T=0$ gives $\lambda_2=-\lambda_1$, and $\operatorname{tr}T^2=0$ gives $2\lambda_1^2=0$. Both eigenvalues vanish, the characteristic polynomial is $x^2$, and the Cayley-Hamilton theorem gives $T^2=0$. The first trace alone is not enough: $\operatorname{diag}(1,-1)$ passes it, and none of its powers is zero.

For $n$ determinants the test uses the traces of $T,T^2,\dots,T^n$. The idea of the proof is that the projector onto the nonzero eigenvalues is a polynomial in $T$ without constant term. Its trace counts those eigenvalues, and the test makes that trace zero.

## Cluster operators as finite complex matrices

The cluster operator is represented by a square complex matrix whose rows and columns are labelled by a finite set of determinants. In the code, `n` is this set of labels and not a number; the number of determinants, written $n$ in the formulas, is `Fintype.card n`.

In Lean 4 with Mathlib:

```lean
import Mathlib

open Polynomial

namespace ClusterTraceTest

variable {n : Type*} [Fintype n] [DecidableEq n]
```

No excitation structure is assumed: `T : Matrix n n ℂ` is any matrix. What remains to be supplied for a real molecule is that the matrix represents the operator faithfully, which requires the chosen determinants to span a space that the operator maps into itself. In a truncated space without this property, powers of the matrix need not represent powers of the operator.

## From n vanishing traces to all of them

Let $\operatorname{tr}T^k=0$ for $1\le k\le n$, and write the characteristic polynomial as $\chi(x)=x^n+\sum_{i<n}c_ix^i$. The Cayley-Hamilton theorem says $\chi(T)=0$. For $k>n$ put $k=n+j$ with $j\ge1$, multiply by $T^j$ and take the trace:

$$\operatorname{tr}T^{n+j}=-\sum_{i<n}c_i\operatorname{tr}T^{i+j}.$$

Every exponent on the right lies between $1$ and $k-1$, so by induction on $k$ the right side is zero.

```lean
/-- If the traces of the first `n` powers of a complex `n` by `n` matrix vanish, then the traces of
all its positive powers vanish. -/
theorem trace_pow_eq_zero (T : Matrix n n ℂ)
    (h : ∀ k, 1 ≤ k → k ≤ Fintype.card n → (T ^ k).trace = 0) (k : ℕ) (hk : 1 ≤ k) :
    (T ^ k).trace = 0 := by
  induction k using Nat.strong_induction_on with
  | _ k ih =>
    by_cases hkn : k ≤ Fintype.card n
    · exact h k hk hkn
    · obtain ⟨j, rfl⟩ := Nat.exists_eq_add_of_le (le_of_not_ge hkn)
      -- Cayley-Hamilton expresses the highest power through lower ones
      have hCH := Matrix.aeval_self_charpoly T
      rw [Polynomial.aeval_eq_sum_range, Finset.sum_range_succ,
        T.charpoly_monic.coeff_natDegree, one_smul, T.charpoly_natDegree_eq_dim] at hCH
      have h2 := congrArg (fun M : Matrix n n ℂ => (M * T ^ j).trace) hCH
      simp only [add_mul, Finset.sum_mul, smul_mul_assoc, ← pow_add, Matrix.trace_add,
        Matrix.trace_sum, Matrix.trace_smul, zero_mul, Matrix.trace_zero] at h2
      have hs : ∑ i ∈ Finset.range (Fintype.card n),
          T.charpoly.coeff i • (T ^ (i + j)).trace = 0 := by
        refine Finset.sum_eq_zero fun i hi => ?_
        have hi' := Finset.mem_range.mp hi
        rw [ih (i + j) (by omega) (by omega), smul_zero]
      rw [hs, zero_add] at h2
      exact h2
```

The hypothesis `h` is the trace test itself. The induction is strong, since the recursion reaches back over $n$ earlier powers. The equation `hCH` is Cayley-Hamilton with the leading term split off, `h2` is its trace after multiplication by `T ^ j`, and `hs` removes the lower terms. The two calls of `omega` check that $i+j$ is smaller than $k$ and at least $1$.

## Polynomials in T without constant term are traceless

Such a polynomial has the form $x\,p(x)$ with $p(x)=\sum_i p_ix^i$. If $T$ passes the trace test, linearity of the trace and the previous theorem give

$$\operatorname{tr}\bigl(T\,p(T)\bigr)=\sum_i p_i\operatorname{tr}T^{i+1}=0 .$$

```lean
/-- If the traces of the first `n` powers of a complex `n` by `n` matrix `T` vanish, then every
polynomial in `T` without constant term has trace zero. -/
theorem trace_aeval_eq_zero (T : Matrix n n ℂ)
    (h : ∀ k, 1 ≤ k → k ≤ Fintype.card n → (T ^ k).trace = 0) (p : ℂ[X]) :
    (aeval T (X * p)).trace = 0 := by
  rw [map_mul, aeval_X, Polynomial.aeval_eq_sum_range, Finset.mul_sum, Matrix.trace_sum]
  refine Finset.sum_eq_zero fun i _ => ?_
  rw [mul_smul_comm, ← pow_succ', Matrix.trace_smul,
    trace_pow_eq_zero T h (i + 1) (by omega), smul_zero]
```

Here `aeval T` means "insert $T$ for the variable", and `X` is that variable. The proof expands the sum and applies the previous theorem to each power $i+1$.

## A projector with zero trace is zero

Let $P^2=P$. Every vector splits as $v=Pv+(v-Pv)$, the first part in the range of $P$ and the second in its kernel. On the range $P$ acts as the identity. In a basis adapted to this splitting $P$ is diagonal with ones and zeros, so $\operatorname{tr}P$ is the dimension of the range. If the trace is zero, the range is $\{0\}$ and $P=0$.

```lean
/-- An idempotent complex matrix, that is a possibly oblique projector, with trace zero
is the zero matrix. -/
theorem projector_eq_zero (P : Matrix n n ℂ) (hP : P * P = P) (h0 : P.trace = 0) :
    P = 0 := by
  have hproj : LinearMap.IsProj (LinearMap.range (Matrix.toLin' P)) (Matrix.toLin' P) := by
    refine ⟨fun x => LinearMap.mem_range_self _ x, ?_⟩
    rintro _ ⟨y, rfl⟩
    simp only [Matrix.toLin'_apply, Matrix.mulVec_mulVec, hP]
  -- the trace of a projector is the dimension of its range
  have ht := hproj.trace
  rw [LinearMap.trace_eq_matrix_trace ℂ (Pi.basisFun ℂ n), LinearMap.toMatrix_eq_toMatrix',
    LinearMap.toMatrix'_toLin', h0] at ht
  have hr : Module.finrank ℂ (LinearMap.range (Matrix.toLin' P)) = 0 := by
    exact_mod_cast ht.symm
  have hz : Matrix.toLin' P = 0 := LinearMap.range_eq_bot.mp (Submodule.finrank_eq_zero.mp hr)
  exact Matrix.toLin'.injective (hz.trans (map_zero _).symm)
```

The matrix need not be Hermitian, so oblique projectors are included; this generality is used below, where the projector is built from an arbitrary matrix $T$ and is not known in advance to be Hermitian. `hproj` states that $P$ projects onto its range, and `ht` identifies trace and dimension. That identity holds between complex numbers, and `exact_mod_cast` carries it back to the natural numbers.

## The trace test for nilpotency

The main theorem states that $T$ is nilpotent, meaning that some power of it is zero, if and only if $\operatorname{tr}T^k=0$ for all $k$ with $1\le k\le n$.

One direction is short. If $T^m=0$ and $k\ge1$, then $(T^k)^m=(T^m)^k=0$. So $T^k$ is nilpotent, all its eigenvalues are zero, and so is its trace.

For the other direction, assume the traces vanish. Let $m$ now be the multiplicity of zero as a root of $\chi$, so that $\chi(x)=x^mq(x)$ with $q$ not divisible by $x$. Then $x^{m+1}$ and $q$ have no common factor, and there are polynomials $a,b$ with

$$a(x)\,x^{m+1}+b(x)\,q(x)=1 .$$

Insert $T$ and set $P=a(T)T^{m+1}$ and $Q=b(T)q(T)$. Then:

1. $P+Q=1$.
2. $PQ=a(T)\,b(T)\,T\,\chi(T)=0$ by Cayley-Hamilton.
3. $P=P(P+Q)=P^2$, so $P$ is a projector. It vanishes on the generalised eigenspace of zero and is the identity on those of the nonzero eigenvalues.
4. $P=T\cdot a(T)T^m$ has no constant term, so $\operatorname{tr}P=0$ and therefore $P=0$.
5. Hence $Q=1$, and $T^{m+1}=T^{m+1}Q=b(T)\,T\,\chi(T)=0$.

```lean
/-- A complex `n` by `n` matrix `T` is nilpotent if and only if the traces of
`T, T², ..., Tⁿ` all vanish. -/
theorem isNilpotent_iff_trace_pow (T : Matrix n n ℂ) :
    IsNilpotent T ↔ ∀ k, 1 ≤ k → k ≤ Fintype.card n → (T ^ k).trace = 0 := by
  constructor
  · rintro ⟨m, hm⟩ k hk _
    have hnil : IsNilpotent (T ^ k) :=
      ⟨m, by rw [← pow_mul, mul_comm, pow_mul, hm, zero_pow (by omega)]⟩
    exact (Matrix.isNilpotent_trace_of_isNilpotent hnil).eq_zero
  · intro h
    -- split off the zero eigenvalue from the characteristic polynomial
    obtain ⟨q, hq, hdvd⟩ := Polynomial.exists_eq_pow_rootMultiplicity_mul_and_not_dvd
      T.charpoly T.charpoly_monic.ne_zero 0
    generalize T.charpoly.rootMultiplicity 0 = m at hq
    rw [C_0, sub_zero] at hq hdvd
    have hcop : IsCoprime (X ^ (m + 1)) q :=
      (Polynomial.irreducible_X.coprime_iff_not_dvd.mpr hdvd).pow_left
    obtain ⟨a, b, hab⟩ := hcop
    have hCH : aeval T (X ^ m * q) = 0 := by
      rw [← hq]
      exact Matrix.aeval_self_charpoly T
    have hsum : aeval T (a * X ^ (m + 1)) + aeval T (b * q) = 1 := by
      rw [← map_add, hab, map_one]
    have hPQ : aeval T (a * X ^ (m + 1)) * aeval T (b * q) = 0 := by
      rw [← map_mul, show a * X ^ (m + 1) * (b * q) = a * b * X * (X ^ m * q) by ring,
        map_mul, hCH, mul_zero]
    -- the projector onto the nonzero eigenvalues is traceless, hence zero
    have hP : aeval T (a * X ^ (m + 1)) = 0 := by
      apply projector_eq_zero
      · have h1 := congrArg (fun M => aeval T (a * X ^ (m + 1)) * M) hsum
        simp only [mul_add, hPQ, add_zero, mul_one] at h1
        exact h1
      · rw [show a * X ^ (m + 1) = X * (a * X ^ m) by ring]
        exact trace_aeval_eq_zero T h _
    rw [hP, zero_add] at hsum
    refine ⟨m + 1, ?_⟩
    calc T ^ (m + 1) = aeval T (X ^ (m + 1) : ℂ[X]) * aeval T (b * q) := by
          rw [hsum, mul_one, map_pow, aeval_X]
      _ = aeval T (b * X * (X ^ m * q)) := by
          rw [← map_mul,
            show X ^ (m + 1) * (b * q) = b * X * (X ^ m * q) by ring]
      _ = 0 := by rw [map_mul, hCH, mul_zero]
```

The names follow the list: `hsum` is item 1, `hPQ` is item 2, and `hP` contains items 3 and 4, one for each bullet after `apply projector_eq_zero`. The closing `calc` is item 5. The Bezout identity is `hab`, obtained from the coprimality `hcop`. The polynomial rearrangements are left to `ring`, which works in the commutative ring `ℂ[X]`; the matrix is inserted only afterwards, through `aeval T`.

## The power at which the series must have stopped

The exponent $m+1$ can be replaced by $n$. A nilpotent matrix has only zero eigenvalues, so $\chi(x)=x^n$, and Cayley-Hamilton reads $T^n=0$.

```lean
/-- If the traces of the first `n` powers of a complex `n` by `n` matrix `T` vanish, then `Tⁿ = 0`.
-/
theorem pow_card_eq_zero (T : Matrix n n ℂ)
    (h : ∀ k, 1 ≤ k → k ≤ Fintype.card n → (T ^ k).trace = 0) :
    T ^ Fintype.card n = 0 := by
  have hnil := (isNilpotent_iff_trace_pow T).mpr h
  -- the characteristic polynomial of a nilpotent matrix is a pure power
  have hc := sub_eq_zero.mp (Matrix.isNilpotent_charpoly_sub_pow_of_isNilpotent hnil).eq_zero
  have hCH := Matrix.aeval_self_charpoly T
  rwa [hc, map_pow, aeval_X] at hCH
```

The library lemma used for `hc` says that $\chi(x)-x^n$ is a nilpotent polynomial; over the complex numbers, such a polynomial is zero.

With $T^n=0$, all terms of the exponential series from $k=n$ onwards vanish:

$$e^T=\sum_{k=0}^{\infty}\frac{T^k}{k!}=\sum_{k=0}^{n-1}\frac{T^k}{k!}.$$

```lean
/-- If the traces of the first `n` powers of a complex `n` by `n` matrix `T` vanish, then its
exponential is the finite sum of `Tᵏ / k!` over `k < n`. -/
theorem exp_eq_finite_sum (T : Matrix n n ℂ)
    (h : ∀ k, 1 ≤ k → k ≤ Fintype.card n → (T ^ k).trace = 0) :
    NormedSpace.exp T =
      ∑ k ∈ Finset.range (Fintype.card n), ((k.factorial : ℂ)⁻¹) • T ^ k := by
  refine (congrFun (NormedSpace.exp_eq_tsum (𝕂 := ℂ) (𝔸 := Matrix n n ℂ)) T).trans ?_
  refine tsum_eq_sum fun k hk => ?_
  have hle : Fintype.card n ≤ k := by simpa using hk
  rw [pow_eq_zero_of_le hle (pow_card_eq_zero T h), smul_zero]
```

`NormedSpace.exp` is the exponential defined by the full power series, so the theorem compares the infinite series with the finite sum. The step `tsum_eq_sum` reduces the one to the other once every term outside `Finset.range (Fintype.card n)`, that is every term with $k\ge n$, is shown to be zero.

For $n=1$ the test demands $T=0$, and the sum is the single term $1$. For $n=2$ it gives back $e^T=1+T$. In larger determinant spaces the series of a true cluster operator usually stops much sooner than the bound $n$ suggests: each excitation removes at least one electron from the orbitals occupied in the reference, so with $N$ electrons $T^{N+1}=0$.

## Why n − 1 traces are too few

The matrix $\operatorname{diag}(1,-1)$ from the opening has a relative in every dimension $d\ge1$. Let $\zeta$ be a primitive $d$-th root of unity, for instance $e^{2\pi i/d}$, and take $D=\operatorname{diag}(1,\zeta,\dots,\zeta^{d-1})$. For $1\le k<d$ we have $\zeta^k\ne1$, while

$$(\zeta^k-1)\sum_{i=0}^{d-1}\zeta^{ki}=\zeta^{kd}-1=0,$$

so the sum, which is $\operatorname{tr}D^k$, vanishes. Yet the first diagonal entry of every power of $D$ is $1$, so no power is zero. The traces up to $d-1$ alone therefore do not guarantee nilpotency.

```lean
/-- For a primitive `d`-th root of unity `ζ` with `d` positive, the `d` by `d` matrix
`diag(1, ζ, ..., ζ^(d-1))` has vanishing traces of its powers `1, ..., d-1` but is not
nilpotent. -/
theorem last_trace_needed (d : ℕ) (hd : 0 < d) (ζ : ℂ) (hζ : IsPrimitiveRoot ζ d) :
    (∀ k, 1 ≤ k → k < d →
      ((Matrix.diagonal fun i : Fin d => ζ ^ (i : ℕ)) ^ k).trace = 0) ∧
    ¬ IsNilpotent (Matrix.diagonal fun i : Fin d => ζ ^ (i : ℕ)) := by
  constructor
  · intro k hk hkd
    have hne : ζ ^ k - 1 ≠ 0 := fun h0 => by
      have hle := Nat.le_of_dvd (by omega) (hζ.dvd_of_pow_eq_one k (sub_eq_zero.mp h0))
      omega
    -- the trace is a geometric sum over the roots of unity
    have hg : (ζ ^ k - 1) * ∑ i ∈ Finset.range d, (ζ ^ k) ^ i = 0 := by
      rw [mul_geom_sum, ← pow_mul, mul_comm k d, pow_mul, hζ.pow_eq_one, one_pow, sub_self]
    rw [Matrix.diagonal_pow, Matrix.trace_diagonal]
    calc ∑ i : Fin d, ((fun i : Fin d => ζ ^ (i : ℕ)) ^ k) i
        = ∑ i : Fin d, (ζ ^ k) ^ (i : ℕ) := by
          refine Finset.sum_congr rfl fun i _ => ?_
          rw [Pi.pow_apply, ← pow_mul, ← pow_mul, mul_comm]
      _ = ∑ i ∈ Finset.range d, (ζ ^ k) ^ i :=
          Fin.sum_univ_eq_sum_range (fun i => (ζ ^ k) ^ i) d
      _ = 0 := (mul_eq_zero.mp hg).resolve_left hne
  · rintro ⟨m, hm⟩
    -- the first diagonal entry of every power is one
    rw [Matrix.diagonal_pow] at hm
    have h0 := congrFun (congrFun hm ⟨0, hd⟩) ⟨0, hd⟩
    simp [Matrix.diagonal_apply_eq] at h0

end ClusterTraceTest
```

The labels `Fin d` run from $0$ to $d-1$, like the exponents. `hne` is $\zeta^k\neq1$, `hg` is the geometric sum, and the second half reads off the entry in position $(0,0)$. For $d=1$ the matrix is $(1)$ and there is no trace condition to check.

```lean
#print axioms ClusterTraceTest.exp_eq_finite_sum
#print axioms ClusterTraceTest.last_trace_needed
```

```
'ClusterTraceTest.exp_eq_finite_sum' depends on axioms: [propext, Classical.choice, Quot.sound]
'ClusterTraceTest.last_trace_needed' depends on axioms: [propext, Classical.choice, Quot.sound]
```

## Reading the test in coupled-cluster theory

For a finite determinant space that the operator maps into itself, the theorems let one confirm from $n$ numbers, all independent of the basis, that a proposed cluster operator has a terminating exponential. The traces must be exactly zero; the theorems give no estimate for traces that are merely small.

Passing the test does not make $T$ an excitation operator, since a pure de-excitation operator passes as well. Nor is it the source of the familiar termination of $e^{-T}He^{T}$ after four nested commutators, which rests on the Hamiltonian $H$ containing at most two-body terms and on the excitations in $T$ commuting with one another.
